# The mean thermal energy of s independent classical harmonic oscillators is s/β

The lemma `mean_energy` says that s classical harmonic oscillators, not interacting with one another, have mean total energy s/β at inverse temperature β, that is, 1/β for each oscillator. In mathematical terms, the integral over E > 0 of E times the density β^s E^(s−1) e^(−βE) / (s−1)! equals s/β, for a whole number s ≥ 1 and real β > 0. The density is taken as a definition and is not derived from the oscillators' phase space. The proof writes s as n + 1, takes the constant factor out of the integral, and puts in the known value (n+1)!/β^(n+2) for the integral of x^(n+1) e^(−βx). What then remains is algebra with factorials and powers of β.

An attempt in Lean 4 with a fault in it:

```lean
import Mathlib

open MeasureTheory Set

namespace ClassicalRRK

noncomputable section

/-- The thermal probability density of the total energy `E` of `s` classical harmonic oscillators at
inverse temperature `β`; it is used for `s ≥ 1` and `E > 0`. -/
def thermalDensity (s : ℕ) (β E : ℝ) : ℝ :=
  β ^ s * E ^ (s - 1) * Real.exp (-(β * E)) / (Nat.factorial (s - 1) : ℝ)

/-- The moments of the Boltzmann factor on the positive energy axis. -/
theorem boltzmann_moment (n : ℕ) {β : ℝ} (hβ : 0 < β) :
    ∫ x in Ioi (0 : ℝ), x ^ n * Real.exp (-(β * x))
      = (Nat.factorial n : ℝ) / β ^ (n + 1) := by
  have h := Real.integral_rpow_mul_exp_neg_mul_Ioi (a := (n : ℝ) + 1) (r := β)
    (by positivity) hβ
  have e : (1 / β) ^ ((n : ℝ) + 1) = (1 / β) ^ (n + 1) := by
    exact_mod_cast Real.rpow_natCast (1 / β) (n + 1)
  rw [Real.Gamma_nat_eq_factorial, e] at h
  simp only [add_sub_cancel_right, Real.rpow_natCast] at h
  rw [h, one_div_pow]
  ring

/-- The mean thermal energy of `s` classical harmonic oscillators is `s / β`. -/
theorem mean_energy {s : ℕ} (hs : 1 ≤ s) {β : ℝ} (hβ : 0 < β) :
    ∫ E in Ioi (0 : ℝ), E * thermalDensity s β E = s / β := by
  obtain ⟨n, rfl⟩ : ∃ n, s = n + 1 := ⟨s - 1, by omega⟩
  calc _ = ∫ x in Ioi (0 : ℝ), (β ^ (n + 1) / (Nat.factorial n : ℝ))
          * (x ^ (n + 1) * Real.exp (-(β * x))) := by
        congr 1
        ext x
        simp only [thermalDensity, Nat.add_sub_cancel]
        ring
    _ = _ := by
        rw [integral_const_mul, boltzmann_moment (n + 1) hβ, Nat.factorial_succ]
        push_cast
        field_simp

end

end ClassicalRRK
```

The error:

```
Main.lean:37:13: error: unsolved goals
β : ℝ
hβ : 0 < β
n : ℕ
hs : 1 ≤ n + 1
⊢ β ^ (n + 1) * β = β ^ (n + 1 + 1)
```

The repair, with which the file compiles:

```diff
@@ -39,4 +39,5 @@
         push_cast
         field_simp
+        ring
 
 end
```

The message says that the second step of the `calc` block ends with a goal still open: `β ^ (n + 1) * β = β ^ (n + 1 + 1)`. The integral has already been evaluated by then, and the factorials have cancelled. What is left is true, being only the rule that multiplying a power of β by β raises the exponent by one.

The last tactic in the step is `field_simp`, whose main work is to clear denominators. It did that here, but it left the two sides with their powers of β written differently, and so did not close the goal. The exponent contains the variable `n`, and the product on the left had not been gathered into a single power.

The repair adds `ring` after `field_simp`. `ring` proves identities that follow from the laws of commutative rings, and it can add exponents even when they contain a variable. It brings both sides to the same form and closes the goal.
